# With detailed balance, a finite irreducible jump process gives a mean-zero observable a spectral density that is nonincreasing for $w\ge0$

Let two equally populated sites exchange at unit rates, with observable $(1,-1)$. Its autocorrelation is $e^{-2t}$, a pure decay, whose cosine transform falls as the frequency grows. For a mean-zero observable, larger irreducible chains in detailed balance superpose such decays with nonnegative amplitudes.

For $i\ne j$, $Q_{ij}$ is the jump rate $i\to j$. The weights $p_i$ need not sum to one; rescaling them only rescales $C$ and $J$ below. Detailed balance means that no net flow runs between any two sites. For a real observable $f=u(0)$, `IsEvolution` assumes $u'=Qu$ at all real $t$, solved by $u(t)=e^{tQ}f$. Define

$$C(t)=\sum_i p_if_iu_i(t),\qquad J(w)=\int_0^\infty\cos(wt)\,C(t)\,dt .$$

In Lean 4 with Mathlib:

```lean
import Mathlib

open Matrix MeasureTheory Set

namespace JumpSpectralDensity

noncomputable section

variable {n : Type*} [Fintype n] {p : n → ℝ} {Q : Matrix n n ℝ} {u : ℝ → n → ℝ}

/-- Rate matrix of an irreducible jump process: nonnegative jump rates, zero row sums,
and every site reachable from every other by allowed jumps. -/
structure IsIrreducibleGenerator (Q : Matrix n n ℝ) : Prop where
  rate_nonneg : ∀ i j, i ≠ j → 0 ≤ Q i j
  row_sum : ∀ i, ∑ j, Q i j = 0
  irreducible : ∀ i j, Relation.ReflTransGen (fun a b => 0 < Q a b) i j

/-- Detailed balance: the flows `i → j` and `j → i` are equal for the weights `p`. -/
def DetailedBalance (p : n → ℝ) (Q : Matrix n n ℝ) : Prop :=
  ∀ i j, p i * Q i j = p j * Q j i

/-- Backward equation `u' = Q u` at all real times. For a rate matrix `Q` and `t ≥ 0`, `u t i` is
the mean at time `t` of the observable `u 0` after a start at site `i`. -/
def IsEvolution (Q : Matrix n n ℝ) (u : ℝ → n → ℝ) : Prop :=
  ∀ t, HasDerivAt u (Q *ᵥ u t) t

/-- Autocorrelation of the observable `u 0` with initial weights `p`. -/
def correlation (p : n → ℝ) (u : ℝ → n → ℝ) (t : ℝ) : ℝ := ∑ i, p i * u 0 i * u t i

/-- Spectral density: the cosine transform of the autocorrelation over positive times. -/
def spectralDensity (p : n → ℝ) (u : ℝ → n → ℝ) (w : ℝ) : ℝ :=
  ∫ t in Ioi (0 : ℝ), Real.cos (w * t) * correlation p u t
```

**(a)** For zero row sums and detailed balance, show

$$\sum_i p_iv_i(Qv)_i=-\tfrac12\sum_{i,j}p_iQ_{ij}(v_i-v_j)^2 .$$

Expand the square. The $v_i^2$ sum vanishes by the row sums (`h1`), and detailed balance turns the $v_j^2$ sum into the same one (`h2`). The cross term is $-2\sum_i p_iv_i(Qv)_i$ (`h3`).

```lean
/-- Under detailed balance and zero row sums, the quadratic form of the rate matrix is minus
half the sum of squared differences weighted by the flows. -/
theorem dirichlet_form (hrow : ∀ i, ∑ j, Q i j = 0) (hdb : DetailedBalance p Q) (v : n → ℝ) :
    ∑ i, p i * v i * (Q *ᵥ v) i = -(1 / 2) * ∑ i, ∑ j, p i * Q i j * (v i - v j) ^ 2 := by
  have h1 : ∑ i, ∑ j, p i * Q i j * v i ^ 2 = 0 := by
    refine Finset.sum_eq_zero fun i _ => ?_
    rw [← Finset.sum_mul, ← Finset.mul_sum, hrow i, mul_zero, zero_mul]
  have h2 : ∑ i, ∑ j, p i * Q i j * v j ^ 2 = 0 := by
    rw [Finset.sum_comm]
    refine Eq.trans ?_ h1
    exact Finset.sum_congr rfl fun i _ => Finset.sum_congr rfl fun j _ => by rw [hdb i j]
  have h3 : ∑ i, ∑ j, p i * Q i j * (v i - v j) ^ 2 = ∑ i, ∑ j, p i * Q i j * v i ^ 2
      + ∑ i, ∑ j, p i * Q i j * v j ^ 2 - 2 * ∑ i, p i * v i * (Q *ᵥ v) i := by
    simp only [Matrix.mulVec, dotProduct, Finset.mul_sum, ← Finset.sum_add_distrib,
      ← Finset.sum_sub_distrib]
    exact Finset.sum_congr rfl fun i _ => Finset.sum_congr rfl fun j _ => by ring
  linarith
```

**(b)** Let $Q$ also be irreducible and all $p_i>0$. If $Qv=mv$ with $m\ge0$, show $v_i=v_j$ for all $i,j$.

In (a) the left side is $m\sum_i p_iv_i^2\ge0$ and the right side is $\le0$, so every term vanishes. Thus $v$ agrees across each allowed jump (`step`), and by induction along paths everywhere.

```lean
/-- For an irreducible generator in detailed balance with positive weights, a mode with
nonnegative eigenvalue takes the same value on all sites. -/
theorem mode_const (hQ : IsIrreducibleGenerator Q) (hp : ∀ i, 0 < p i)
    (hdb : DetailedBalance p Q) {v : n → ℝ} {m : ℝ} (hm : 0 ≤ m) (hv : Q *ᵥ v = m • v)
    (i j : n) : v i = v j := by
  have hD := dirichlet_form hQ.row_sum hdb v
  have hpos : 0 ≤ ∑ i, p i * v i * (Q *ᵥ v) i := by
    refine Finset.sum_nonneg fun i _ => ?_
    have e : p i * v i * (Q *ᵥ v) i = p i * m * v i ^ 2 := by
      rw [hv, Pi.smul_apply, smul_eq_mul]
      ring
    rw [e]
    exact mul_nonneg (mul_nonneg (hp i).le hm) (sq_nonneg _)
  have ht : ∀ a b, 0 ≤ p a * Q a b * (v a - v b) ^ 2 := by
    intro a b
    by_cases h : a = b
    · simp [h]
    · exact mul_nonneg (mul_nonneg (hp a).le (hQ.rate_nonneg a b h)) (sq_nonneg _)
  -- the values agree across each allowed jump
  have step : ∀ a b, 0 < Q a b → v a = v b := by
    intro a b hab
    by_contra hne
    have hsq : 0 < (v a - v b) ^ 2 := by
      have := sub_ne_zero.2 hne
      positivity
    have h0 := mul_pos (mul_pos (hp a) hab) hsq
    have h1 := Finset.single_le_sum (f := fun j => p a * Q a j * (v a - v j) ^ 2)
      (fun j _ => ht a j) (Finset.mem_univ b)
    have h2 := Finset.single_le_sum (f := fun i => ∑ j, p i * Q i j * (v i - v j) ^ 2)
      (fun i _ => Finset.sum_nonneg fun j _ => ht i j) (Finset.mem_univ a)
    linarith
  have h := hQ.irreducible i j
  induction h with
  | refl => rfl
  | tail _ hab ih => exact ih.trans (step _ _ hab)
```

**(c)** For real symmetric $S$, find modes with $Sb_k=m_kb_k$ and

$$\sum_k\Big(\sum_j b_{kj}F_j\Big)b_{ki}=F_i .$$

The spectral theorem supplies an orthonormal eigenbasis; this is the expansion of $F$ in it.

```lean
/-- A real symmetric matrix has eigenmodes in which every vector can be expanded. -/
theorem symmetric_modes {S : Matrix n n ℝ} (hS : S.IsHermitian) :
    ∃ (b : n → n → ℝ) (m : n → ℝ), (∀ k, S *ᵥ b k = m k • b k) ∧
      ∀ (F : n → ℝ) (i : n), ∑ k, (∑ j, b k j * F j) * b k i = F i := by
  classical
  refine ⟨fun k => (hS.eigenvectorBasis k).ofLp, hS.eigenvalues,
    hS.mulVec_eigenvectorBasis, fun F i => ?_⟩
  have h := congrArg (fun y : EuclideanSpace ℝ n => y.ofLp i)
    (hS.eigenvectorBasis.sum_repr' (WithLp.toLp 2 F))
  simpa [PiLp.inner_apply, mul_comm] using h
```

**(d)** For detailed balance and $p_i>0$, find $Qv_k=m_kv_k$ with

$$\sum_k\Big(\sum_j p_jv_{kj}F_j\Big)v_{ki}=F_i .$$

Put $s_i=\sqrt{p_i}$ and $S_{ij}=s_iQ_{ij}/s_j$. Dividing $p_iQ_{ij}=p_jQ_{ji}$ by $s_is_j$ gives $S_{ij}=S_{ji}$. With $v_{ki}=b_{ki}/s_i$, $(Qv_k)_i=(Sb_k)_i/s_i=m_kv_{ki}$. Apply (c) to $s_jF_j$ and divide by $s_i$.

```lean
/-- A rate matrix in detailed balance with positive weights has real relaxation modes in which
every observable can be expanded, with weighted overlaps as coefficients. -/
theorem relaxation_modes (hp : ∀ i, 0 < p i) (hdb : DetailedBalance p Q) :
    ∃ (v : n → n → ℝ) (m : n → ℝ), (∀ k, Q *ᵥ v k = m k • v k) ∧
      ∀ (F : n → ℝ) (i : n), ∑ k, (∑ j, p j * v k j * F j) * v k i = F i := by
  obtain ⟨s, hs, hss⟩ : ∃ s : n → ℝ, (∀ i, s i ≠ 0) ∧ ∀ i, s i * s i = p i :=
    ⟨fun i => √(p i), fun i => (Real.sqrt_pos.2 (hp i)).ne',
      fun i => Real.mul_self_sqrt (hp i).le⟩
  -- detailed balance makes the rescaled generator symmetric
  have hS : (Matrix.of fun i j => s i * Q i j / s j).IsHermitian := by
    ext i j
    simp only [Matrix.conjTranspose_apply, star_trivial, Matrix.of_apply]
    rw [div_eq_div_iff (hs i) (hs j)]
    linear_combination Q j i * hss j - Q i j * hss i - hdb i j
  obtain ⟨b, m, hb, hexp⟩ := symmetric_modes hS
  refine ⟨fun k i => b k i / s i, m, fun k => funext fun i => ?_, fun F i => ?_⟩
  · have h := congrFun (hb k) i
    simp only [Matrix.mulVec, dotProduct, Matrix.of_apply, Pi.smul_apply, smul_eq_mul] at h ⊢
    rw [← mul_div_assoc, ← h, Finset.sum_div]
    refine Finset.sum_congr rfl fun j _ => ?_
    have hi := hs i
    have hj := hs j
    field_simp
  · have h : ∑ k, (∑ j, b k j * (s j * F j)) * b k i = s i * F i := hexp (fun j => s j * F j) i
    have e : ∀ k j, p j * (b k j / s j) * F j = b k j * (s j * F j) := by
      intro k j
      have h2 : b k j / s j * s j = b k j := div_mul_cancel₀ _ (hs j)
      linear_combination (-(b k j / s j * F j)) * hss j + s j * F j * h2
    simp only [e]
    simp only [← mul_div_assoc, ← Finset.sum_div]
    rw [h, mul_div_cancel_left₀ _ (hs i)]
```

**(e)** Under the hypotheses of (b) on $Q$ and $p$, with $\sum_i p_if_i=0$, find $a_k\ge0$, $r_k>0$ with

$$C(t)=\sum_k a_ke^{-r_kt}.$$

Let $y_k=\sum_j p_jv_{kj}u_j$. Detailed balance moves $Q$ onto $v_k$:

$$y_k'=\sum_j p_jv_{kj}(Qu)_j=\sum_j p_j(Qv_k)_ju_j=m_ky_k .$$

So $y_ke^{-m_kt}$ is constant (`hG`) and $y_k=c_ke^{m_kt}$, with $c_k=y_k(0)$. If $m_k\ge0$, (b) makes $v_k$ constant, so $c_k=0$ (`hc0`). Expanding $u(t)$ by (d) gives $C=\sum_k c_k^2e^{m_kt}$. Take $a_k=c_k^2$ and $r_k=-m_k$, or $r_k=1$ for the absent modes.

Differentiating this sum twice also shows that $C$ is nonincreasing and convex.

```lean
/-- For an irreducible chain in detailed balance with positive weights, the autocorrelation of
a mean-zero observable is a sum of decaying exponentials with nonnegative amplitudes. -/
theorem correlation_eq_sum_exp (hQ : IsIrreducibleGenerator Q) (hp : ∀ i, 0 < p i)
    (hdb : DetailedBalance p Q) (hu : IsEvolution Q u) (h0 : ∑ i, p i * u 0 i = 0) :
    ∃ a r : n → ℝ, (∀ k, 0 ≤ a k) ∧ (∀ k, 0 < r k) ∧
      ∀ t, correlation p u t = ∑ k, a k * Real.exp (-r k * t) := by
  obtain ⟨v, m, hv, hexp⟩ := relaxation_modes hp hdb
  obtain ⟨c, hc⟩ : ∃ c : n → ℝ, ∀ k, c k = ∑ j, p j * v k j * u 0 j := ⟨_, fun _ => rfl⟩
  -- each mode amplitude evolves exponentially
  have hy : ∀ k t, ∑ j, p j * v k j * u t j = c k * Real.exp (m k * t) := by
    intro k t
    have hd : ∀ t, HasDerivAt (fun t => ∑ j, p j * v k j * u t j)
        (m k * ∑ j, p j * v k j * u t j) t := by
      intro t
      refine (HasDerivAt.fun_sum fun j _ =>
        (hasDerivAt_pi.1 (hu t) j).const_mul (p j * v k j)).congr_deriv ?_
      have e : ∀ i, m k * v k i = ∑ j, Q i j * v k j := fun i => (congrFun (hv k) i).symm
      calc ∑ j, p j * v k j * (Q *ᵥ u t) j = ∑ j, ∑ i, p j * Q j i * v k j * u t i := by
            simp only [Matrix.mulVec, dotProduct, Finset.mul_sum]
            exact Finset.sum_congr rfl fun j _ => Finset.sum_congr rfl fun i _ => by ring
        _ = ∑ i, p i * u t i * (m k * v k i) := by
            rw [Finset.sum_comm]
            refine Finset.sum_congr rfl fun i _ => ?_
            rw [e, Finset.mul_sum]
            exact Finset.sum_congr rfl fun j _ => by
              linear_combination v k j * u t i * hdb j i
        _ = m k * ∑ j, p j * v k j * u t j := by
            rw [Finset.mul_sum]
            exact Finset.sum_congr rfl fun j _ => by ring
    have hG : ∀ t, HasDerivAt
        (fun t => (∑ j, p j * v k j * u t j) * Real.exp (-m k * t)) 0 t := by
      intro t
      have h1 : HasDerivAt (fun t => -m k * t) (-m k) t := by
        simpa using (hasDerivAt_id' t).const_mul (-m k)
      exact ((hd t).fun_mul h1.exp).congr_deriv (by ring)
    have h := is_const_of_deriv_eq_zero (fun s => (hG s).differentiableAt)
      (fun s => (hG s).deriv) t 0
    simp only [mul_zero, Real.exp_zero, mul_one] at h
    rw [hc, ← h, mul_assoc, ← Real.exp_add, neg_mul, neg_add_cancel, Real.exp_zero, mul_one]
  -- a mode that does not decay is constant, hence absent from a mean-zero observable
  have hc0 : ∀ k, ¬ m k < 0 → c k = 0 := by
    intro k hk
    have e : c k = (∑ j, p j * u 0 j) * v k k := by
      rw [hc, Finset.sum_mul]
      refine Finset.sum_congr rfl fun j _ => ?_
      rw [mode_const hQ hp hdb (not_lt.1 hk) (hv k) j k]
      ring
    rw [e, h0, zero_mul]
  refine ⟨fun k => c k ^ 2, fun k => if m k < 0 then -m k else 1, fun k => sq_nonneg _,
    fun k => ?_, fun t => ?_⟩
  · dsimp only
    split_ifs with h
    · linarith
    · norm_num
  · calc correlation p u t = ∑ i, p i * u 0 i * ∑ k, c k * Real.exp (m k * t) * v k i := by
          refine Finset.sum_congr rfl fun i _ => ?_
          have h := hexp (u t) i
          simp only [hy] at h
          rw [h]
      _ = ∑ k, c k * Real.exp (m k * t) * ∑ j, p j * v k j * u 0 j := by
          simp only [Finset.mul_sum]
          rw [Finset.sum_comm]
          exact Finset.sum_congr rfl fun k _ => Finset.sum_congr rfl fun i _ => by ring
      _ = ∑ k, c k ^ 2 * Real.exp (-(if m k < 0 then -m k else 1) * t) := by
          refine Finset.sum_congr rfl fun k _ => ?_
          rw [← hc]
          by_cases h : m k < 0
          · rw [if_pos h, neg_neg]
            ring
          · rw [hc0 k h]
            ring
```

**(f)** For $r>0$, show that the integrand is integrable and

$$\int_0^\infty\cos(wt)e^{-rt}dt=\frac r{r^2+w^2}.$$

The integrand is bounded by $e^{-rt}$. The integral is the real part of $\int_0^\infty e^{(-r+iw)t}dt=1/(r-iw)$.

```lean
/-- For `r > 0`, the function `cos (w * t) * exp (-r * t)` is integrable over positive times `t`,
and its integral is the Lorentzian `r / (r ^ 2 + w ^ 2)`. -/
theorem lorentzian {r : ℝ} (hr : 0 < r) (w : ℝ) :
    IntegrableOn (fun t => Real.cos (w * t) * Real.exp (-r * t)) (Ioi 0) ∧
      ∫ t in Ioi (0 : ℝ), Real.cos (w * t) * Real.exp (-r * t) = r / (r ^ 2 + w ^ 2) := by
  have ha : (-(r : ℂ) + w * Complex.I).re < 0 := by simpa using hr
  have hi := integrableOn_exp_mul_complex_Ioi ha 0
  have e : (fun t : ℝ => Real.cos (w * t) * Real.exp (-r * t))
      = fun t : ℝ => RCLike.re (Complex.exp ((-(r : ℂ) + w * Complex.I) * t)) :=
    funext fun t => by simp [Complex.exp_re, mul_comm]
  rw [e]
  refine ⟨Integrable.re hi, ?_⟩
  rw [integral_re hi, integral_exp_mul_complex_Ioi ha]
  simp [Complex.normSq_apply, neg_div, sq]
```

**(g)** Under the hypotheses of (e), show that $C$ is integrable on $t>0$ and

$$0\le w\le w'\implies J(w')\le J(w).$$

$C$ is a finite sum of integrable decays, and (e) and (f) give

$$J(w)=\sum_k\frac{a_kr_k}{r_k^2+w^2}.$$

Each denominator grows with $w\ge0$, which `gcongr` uses term by term.

Such spectral densities enter NMR relaxation rates; here the fluctuations come from a finite classical jump model. In a calculation, one can diagonalise $S$ from (d), leave out the stationary mode with $m_k=0$, form the overlaps $c_k$ of the others, and evaluate this sum at each frequency without propagating in time.

```lean
/-- For an irreducible chain in detailed balance with positive weights and a mean-zero
observable, the autocorrelation is integrable and its cosine transform is nonincreasing in
frequency for `w ≥ 0`. -/
theorem spectralDensity_antitone (hQ : IsIrreducibleGenerator Q) (hp : ∀ i, 0 < p i)
    (hdb : DetailedBalance p Q) (hu : IsEvolution Q u) (h0 : ∑ i, p i * u 0 i = 0) :
    IntegrableOn (correlation p u) (Ioi 0) ∧ AntitoneOn (spectralDensity p u) (Ici 0) := by
  obtain ⟨a, r, ha, hr, hC⟩ := correlation_eq_sum_exp hQ hp hdb hu h0
  -- the spectral density is a sum of Lorentzians centred at zero
  have hJ : ∀ w, spectralDensity p u w = ∑ k, a k * (r k / (r k ^ 2 + w ^ 2)) := by
    intro w
    have e : ∀ t, Real.cos (w * t) * correlation p u t
        = ∑ k, a k * (Real.cos (w * t) * Real.exp (-r k * t)) := by
      intro t
      rw [hC, Finset.mul_sum]
      exact Finset.sum_congr rfl fun k _ => by ring
    simp only [spectralDensity, e]
    rw [integral_finsetSum _ fun k _ => (lorentzian (hr k) w).1.const_mul (a k)]
    exact Finset.sum_congr rfl fun k _ => by
      rw [integral_const_mul, (lorentzian (hr k) w).2]
  constructor
  · rw [show correlation p u = _ from funext hC]
    exact integrable_finsetSum _ fun k _ => (exp_neg_integrableOn_Ioi 0 (hr k)).const_mul (a k)
  · intro w hw w' _ hww
    rw [hJ, hJ]
    refine Finset.sum_le_sum fun k _ => mul_le_mul_of_nonneg_left ?_ (ha k)
    have hw0 : 0 ≤ w := hw
    have hk := hr k
    gcongr
```

**(h)** On sites $0,1,2,3$ with unit rates $i\to i+1$ (cyclically), verify that $u'=Qu$ and $u(0)=(1,0,-1,0)$ for

$$u(t)=e^{-t}(\cos t,-\sin t,-\cos t,\sin t).$$

Here $(Qu)_i=u_{i+1}-u_i$. Differentiation gives $u_0'=-e^{-t}(\cos t+\sin t)=u_1-u_0$ and $u_1'=e^{-t}(\sin t-\cos t)=u_2-u_1$. The other two follow from $u_{i+2}=-u_i$; `fin_cases` checks all four.

```lean
/-- Rate matrix of the one-way cycle on four sites with unit rates. -/
def cycleRates : Matrix (Fin 4) (Fin 4) ℝ :=
  !![-1, 1, 0, 0; 0, -1, 1, 0; 0, 0, -1, 1; 1, 0, 0, -1]

/-- A damped rotation of the observable around the four sites. -/
def cycleMean (t : ℝ) : Fin 4 → ℝ :=
  ![Real.exp (-t) * Real.cos t, -(Real.exp (-t) * Real.sin t),
    -(Real.exp (-t) * Real.cos t), Real.exp (-t) * Real.sin t]

/-- The damped rotation solves the backward equation of the one-way cycle and starts from the
observable `(1, 0, -1, 0)`. -/
theorem cycle_isEvolution : IsEvolution cycleRates cycleMean ∧ cycleMean 0 = ![1, 0, -1, 0] := by
  refine ⟨fun t => hasDerivAt_pi.2 fun i => ?_, by simp [cycleMean]⟩
  have he : HasDerivAt (fun t : ℝ => Real.exp (-t)) (Real.exp (-t) * -1) t :=
    (hasDerivAt_neg t).exp
  have hc := he.fun_mul (Real.hasDerivAt_cos t)
  have hs := he.fun_mul (Real.hasDerivAt_sin t)
  fin_cases i
  · refine hc.congr_deriv ?_
    simp [cycleRates, cycleMean, Matrix.mulVec, dotProduct, Fin.sum_univ_four]
  · refine hs.fun_neg.congr_deriv ?_
    simp [cycleRates, cycleMean, Matrix.mulVec, dotProduct, Fin.sum_univ_four]
    ring
  · refine hc.fun_neg.congr_deriv ?_
    simp [cycleRates, cycleMean, Matrix.mulVec, dotProduct, Fin.sum_univ_four]
    ring
  · refine hs.congr_deriv ?_
    simp [cycleRates, cycleMean, Matrix.mulVec, dotProduct, Fin.sum_univ_four, add_comm]
```

**(i)** For $p_i=1/4$, show

$$J(w)=\frac14\left[\frac1{1+(w-1)^2}+\frac1{1+(w+1)^2}\right].$$

$C(t)=(u_0-u_2)/4=\tfrac12e^{-t}\cos t$. Write $\cos(wt)\cos t=\tfrac12[\cos((w-1)t)+\cos((w+1)t)]$ and use (f) with $r=1$.

```lean
/-- With uniform populations, the spectral density of the damped rotation is a pair of
Lorentzians centred at `w = 1` and `w = -1`. -/
theorem cycle_spectralDensity (w : ℝ) : spectralDensity (fun _ => 1 / 4) cycleMean w
    = (1 / (1 + (w - 1) ^ 2) + 1 / (1 + (w + 1) ^ 2)) / 4 := by
  have e : ∀ t, Real.cos (w * t) * correlation (fun _ => 1 / 4) cycleMean t
      = 1 / 4 * (Real.cos ((w - 1) * t) * Real.exp (-1 * t)
        + Real.cos ((w + 1) * t) * Real.exp (-1 * t)) := by
    intro t
    rw [correlation, cycle_isEvolution.2, sub_mul, add_mul, one_mul, Real.cos_sub,
      Real.cos_add, neg_one_mul]
    simp only [Fin.sum_univ_four, cycleMean, Matrix.cons_val]
    ring
  have h1 := lorentzian one_pos (w - 1)
  have h2 := lorentzian one_pos (w + 1)
  simp only [spectralDensity, e]
  rw [integral_const_mul, integral_add h1.1 h2.1, h1.2, h2.2]
  ring
```

**(j)** Show that this cycle is irreducible, with $pQ=0$ and $\sum_i p_if_i=0$, yet

$$J(0)<J(1).$$

At most three jumps reach any site, the columns of $Q$ sum to zero, and $1-1=0$. By (i), $J(0)=1/4$ and $J(1)=3/10$. Stationarity therefore cannot replace detailed balance in (g): here $Q_{01}=1$ but $Q_{10}=0$.

```lean
/-- The one-way cycle is irreducible with uniform stationary populations and the observable has
mean zero, yet its spectral density is larger at `w = 1` than at `w = 0`. -/
theorem cycle_not_antitone :
    IsIrreducibleGenerator cycleRates ∧ (fun _ => (1 / 4 : ℝ)) ᵥ* cycleRates = 0 ∧
      IsEvolution cycleRates cycleMean ∧ ∑ i, 1 / 4 * cycleMean 0 i = 0 ∧
      spectralDensity (fun _ => 1 / 4) cycleMean 0
        < spectralDensity (fun _ => 1 / 4) cycleMean 1 := by
  have one : ∀ i, Relation.ReflTransGen (fun a b => 0 < cycleRates a b) i (i + 1) :=
    fun i => .single (by fin_cases i <;> simp [cycleRates])
  refine ⟨⟨?_, ?_, fun i j => ?_⟩, ?_, cycle_isEvolution.1, ?_, ?_⟩
  · intro i j
    fin_cases i <;> fin_cases j <;> simp [cycleRates]
  · intro i
    fin_cases i <;> simp [cycleRates, Fin.sum_univ_four]
  · -- every site is at most three jumps ahead
    have h : ∀ i j : Fin 4, j = i ∨ j = i + 1 ∨ j = i + 1 + 1 ∨ j = i + 1 + 1 + 1 := by decide
    rcases h i j with rfl | rfl | rfl | rfl
    exacts [.refl, one _, (one _).trans (one _), ((one _).trans (one _)).trans (one _)]
  · ext j
    fin_cases j <;> simp [cycleRates, Matrix.vecMul, dotProduct, Fin.sum_univ_four]
  · simp [cycle_isEvolution.2, Fin.sum_univ_four]
  · rw [cycle_spectralDensity, cycle_spectralDensity]
    norm_num
```

**(k)** For the two-site exchange with weights $p_i=1$, verify the hypotheses of (g) for

$$u(t)=(e^{-2t},-e^{-2t}).$$

The weights are positive by inspection; the theorem checks the rest. Both flows equal 1, each site reaches the other, $Qu=-2u=u'$, and $1-1=0$.

```lean
/-- Two-site exchange with unit rates, equal weights and the decaying difference observable meets
the hypotheses of `spectralDensity_antitone` other than positivity of the weights, which all equal
1. -/
theorem spectralDensity_antitone_witness :
    IsIrreducibleGenerator !![(-1 : ℝ), 1; 1, -1] ∧
      DetailedBalance (fun _ => 1) !![(-1 : ℝ), 1; 1, -1] ∧
      IsEvolution !![(-1 : ℝ), 1; 1, -1] (fun t => ![Real.exp (-2 * t), -Real.exp (-2 * t)]) ∧
      ∑ i, 1 * ![Real.exp (-2 * 0), -Real.exp (-2 * 0)] i = 0 := by
  refine ⟨⟨?_, ?_, ?_⟩, ?_, fun t => hasDerivAt_pi.2 fun i => ?_, by simp⟩
  · intro i j
    fin_cases i <;> fin_cases j <;> simp
  · intro i
    fin_cases i <;> simp [Fin.sum_univ_two]
  · intro i j
    fin_cases i <;> fin_cases j
    exacts [.refl, .single (by simp), .single (by simp), .refl]
  · intro i j
    fin_cases i <;> fin_cases j <;> simp
  · have h1 : HasDerivAt (fun t : ℝ => -2 * t) (-2) t := by
      simpa using (hasDerivAt_id' t).const_mul (-2 : ℝ)
    fin_cases i
    · refine h1.exp.congr_deriv ?_
      change _ = ∑ j, ![(-1 : ℝ), 1] j * ![Real.exp (-2 * t), -Real.exp (-2 * t)] j
      rw [Fin.sum_univ_two]
      change _ = -1 * Real.exp (-2 * t) + 1 * -Real.exp (-2 * t)
      ring
    · refine h1.exp.fun_neg.congr_deriv ?_
      change _ = ∑ j, ![(1 : ℝ), -1] j * ![Real.exp (-2 * t), -Real.exp (-2 * t)] j
      rw [Fin.sum_univ_two]
      change _ = 1 * Real.exp (-2 * t) + -1 * -Real.exp (-2 * t)
      ring

end

end JumpSpectralDensity
```
```lean
#print axioms JumpSpectralDensity.spectralDensity_antitone
#print axioms JumpSpectralDensity.cycle_not_antitone
```

```
'JumpSpectralDensity.spectralDensity_antitone' depends on axioms: [propext, Classical.choice, Quot.sound]
'JumpSpectralDensity.cycle_not_antitone' depends on axioms: [propext, Classical.choice, Quot.sound]
```
